# A fitted Padé adiabatic connection has no pole on [0,1] exactly when $s/(W_p-W_0) > 1/p-1$

Fit the model $W(\lambda)=W_0+s\lambda/(1+c\lambda)$ to a value $W_p\neq W_0$ at coupling $\lambda=p$. Its denominator is nonzero throughout $[0,1]$ if and only if $s/(W_p-W_0)>1/p-1$. For $p=1$, $s<0$ and $W_p<W_0$, this always holds.

In density functional theory, the exchange-correlation energy is the integral of the adiabatic connection integrand $W(\lambda)$ from $\lambda=0$ to the full electron interaction at $\lambda=1$. Here $W_0$ is the exact exchange energy, $s$ the initial slope and $W_p$ a value at a further coupling. The conditions $s<0$ and $W_p<W_0$ express that correlation lowers the integrand as the interaction is switched on.

```lean
import Mathlib

open MeasureTheory

namespace PadeAdiabaticConnection

noncomputable section

/-- The Padé model `W0 + s λ / (1 + c λ)` of the adiabatic connection integrand at coupling
`l = λ`, meaningful where `1 + c λ ≠ 0`. -/
def padeModel (W0 s c l : ℝ) : ℝ := W0 + s * l / (1 + c * l)
```

`padeModel` is the formula above for real numbers, with the coupling $\lambda$ written `l`. That a real system's integrand follows this one-pole form is an assumption of the method, which no hypothesis below supplies.

```lean
/-- The model with coefficient `c` is fitted to the value `Wp` at coupling `p`: it has no pole
at `p` and takes the value `Wp` there. -/
def IsFit (W0 Wp s p c : ℝ) : Prop := 1 + c * p ≠ 0 ∧ padeModel W0 s c p = Wp
```

`IsFit` is a statement about five numbers: $1+cp\neq0$ and $W(p)=W_p$. Lean gives division by zero the value 0, so the definition states the nonzero denominator explicitly.

## The coefficient and the criterion

```lean
/-- For `Wp ≠ W0`, the model is fitted to `Wp` at `p` exactly when `s` and `p` are nonzero and
`c = s / (Wp - W0) - 1 / p`. -/
theorem isFit_iff {W0 Wp s p c : ℝ} (hW : Wp ≠ W0) :
    IsFit W0 Wp s p c ↔ s ≠ 0 ∧ p ≠ 0 ∧ c = s / (Wp - W0) - 1 / p := by
  have hd : Wp - W0 ≠ 0 := sub_ne_zero.mpr hW
  constructor
  · rintro ⟨h1, h2⟩
    unfold padeModel at h2
    -- clear the denominator in the fit equation
    have h3 : s * p = (Wp - W0) * (1 + c * p) := by
      have h : s * p / (1 + c * p) = Wp - W0 := by linarith
      exact (div_eq_iff h1).mp h
    have hsp : s * p ≠ 0 := by
      rw [h3]
      exact mul_ne_zero hd h1
    have hp : p ≠ 0 := right_ne_zero_of_mul hsp
    have hpp : 1 / p * p = 1 := one_div_mul_cancel hp
    have h4 : s = (Wp - W0) * (c + 1 / p) := by
      apply mul_right_cancel₀ hp
      linear_combination h3 - (Wp - W0) * hpp
    refine ⟨left_ne_zero_of_mul hsp, hp, ?_⟩
    rw [eq_sub_iff_add_eq, eq_div_iff hd]
    linear_combination -h4
  · rintro ⟨hs, hp, h⟩
    have hpp : 1 / p * p = 1 := one_div_mul_cancel hp
    have h1 : 1 + c * p = s * p / (Wp - W0) := by
      rw [h]
      linear_combination -hpp
    have h2 : s * p / (s * p / (Wp - W0)) = Wp - W0 := by field_simp
    refine ⟨?_, ?_⟩
    · rw [h1]
      exact div_ne_zero (mul_ne_zero hs hp) hd
    · unfold padeModel
      rw [h1, h2]
      ring
```

The hypothesis `hW` says $W_p\neq W_0$; the claim follows the colon. By hand, clear the denominator in the fit equation:

$$sp=(W_p-W_0)(1+cp).$$

The right side is nonzero, so $s$ and $p$ are too. Dividing by $p(W_p-W_0)$ gives $c=s/(W_p-W_0)-1/p$. Conversely, this $c$ gives $1+cp=sp/(W_p-W_0)\neq0$, and dividing $sp$ by it returns $W_p-W_0$.

In Lean, `h3` is the cleared equation, and `linear_combination` proves an equation from a stated combination of known ones.

```lean
/-- The denominator `1 + c λ` is nonzero for all couplings in `[0,1]` exactly when `c > -1`. -/
theorem denominator_ne_zero_iff (c : ℝ) :
    (∀ l ∈ Set.Icc (0 : ℝ) 1, 1 + c * l ≠ 0) ↔ -1 < c := by
  constructor
  · intro h
    by_contra hc
    have hc1 : c ≤ -1 := not_lt.mp hc
    have hc0 : c < 0 := by linarith
    have hi : c⁻¹ < 0 := inv_lt_zero.mpr hc0
    have hm : c * c⁻¹ = 1 := mul_inv_cancel₀ hc0.ne
    -- the root `-1/c` lies in the physical interval
    refine h (-c⁻¹) ⟨by linarith, ?_⟩ (by linear_combination -hm)
    nlinarith [mul_nonneg (show 0 ≤ -1 - c by linarith) (show 0 ≤ -c⁻¹ by linarith)]
  · rintro hc l ⟨h0, h1⟩ h
    rcases h0.eq_or_lt with h2 | h2
    · rw [← h2] at h
      simp at h
    · nlinarith [mul_pos (show 0 < c + 1 by linarith) h2]
```

`Set.Icc (0 : ℝ) 1` is the closed interval $[0,1]$. If $c\le-1$, the root $\lambda=-1/c$ lies in $(0,1]$. If $c>-1$, the denominator is 1 at $\lambda=0$, and for $0<\lambda\le1$ it satisfies $1+c\lambda>1-\lambda\ge0$. Lean treats the same cases; `nlinarith` derives the inequalities from the products supplied to it.

```lean
/-- A Padé model fitted to a value `Wp ≠ W0` at coupling `p` has no pole in `[0,1]` if and only
if `s / (Wp - W0) > 1 / p - 1`. -/
theorem pole_free_iff {W0 Wp s p c : ℝ} (hW : Wp ≠ W0) (h : IsFit W0 Wp s p c) :
    (∀ l ∈ Set.Icc (0 : ℝ) 1, 1 + c * l ≠ 0) ↔ 1 / p - 1 < s / (Wp - W0) := by
  obtain ⟨_, _, hc⟩ := (isFit_iff hW).mp h
  rw [denominator_ne_zero_iff, hc]
  constructor <;> intro h' <;> linarith
```

Insert the fitted $c$ into $c>-1$:

$$\frac{s}{W_p-W_0}-\frac1p>-1.$$

Moving $1/p$ across gives the criterion. The proof makes these two substitutions with `rw` and leaves the rearrangement to `linarith`. No signs of $s$, $p$ or $W_p-W_0$ are assumed.

```lean
/-- A model with initial slope `s < 0` fitted to a value `Wp < W0` at full coupling `p = 1` has
no pole in `[0,1]`. -/
theorem pole_free_of_full_coupling {W0 Wp s c : ℝ} (hs : s < 0) (hW : Wp < W0)
    (h : IsFit W0 Wp s 1 c) : ∀ l ∈ Set.Icc (0 : ℝ) 1, 1 + c * l ≠ 0 := by
  rw [pole_free_iff hW.ne h]
  have e : (1 : ℝ) / 1 - 1 = 0 := by norm_num
  rw [e]
  exact div_pos_of_neg_of_neg hs (sub_neg.mpr hW)
```

At $p=1$ the right side of the criterion is $0$, while $s/(W_p-W_0)$ is a quotient of two negative numbers and hence positive.

## Where the pole appears

```lean
/-- For a fit at `0 < p < 1` to a value `Wp < W0`, the model has no pole in `[0,1]` if and only
if `Wp` lies above the threshold `W0 + s p / (1 - p)`. -/
theorem pole_free_iff_threshold {W0 Wp s p c : ℝ} (hp : 0 < p) (hp1 : p < 1) (hW : Wp < W0)
    (h : IsFit W0 Wp s p c) :
    (∀ l ∈ Set.Icc (0 : ℝ) 1, 1 + c * l ≠ 0) ↔ W0 + s * p / (1 - p) < Wp := by
  have e : (1 / p - 1) * (Wp - W0) = (Wp - W0) * (1 - p) / p := by field_simp
  have e2 : W0 + s * p / (1 - p) < Wp ↔ s * p / (1 - p) < Wp - W0 := by
    constructor <;> intro h' <;> linarith
  rw [pole_free_iff hW.ne h, lt_div_iff_of_neg (sub_neg.mpr hW), e, lt_div_iff₀ hp, e2,
    div_lt_iff₀ (sub_pos.mpr hp1)]
```

Multiplying the criterion by $W_p-W_0<0$ reverses it:

$$s<(W_p-W_0)\frac{1-p}{p}.$$

Multiplying by $p/(1-p)>0$ then gives $W_p>W_0+sp/(1-p)$. The final `rw` performs these steps in turn.

```lean
/-- For `s < 0` and `0 < p < 1` the threshold value `W0 + s p / (1 - p)` lies below `W0`, and
it is fitted by `c = -1`, whose denominator vanishes at full coupling. -/
theorem pole_at_threshold {W0 s p : ℝ} (hs : s < 0) (hp : 0 < p) (hp1 : p < 1) :
    W0 + s * p / (1 - p) < W0 ∧ IsFit W0 (W0 + s * p / (1 - p)) s p (-1) ∧
      1 + (-1 : ℝ) * 1 = 0 := by
  have hq : 0 < 1 - p := sub_pos.mpr hp1
  have e : 1 + -1 * p = 1 - p := by ring
  refine ⟨?_, ⟨?_, ?_⟩, by norm_num⟩
  · have := div_neg_of_neg_of_pos (mul_neg_of_neg_of_pos hs hp) hq
    linarith
  · rw [e]
    exact hq.ne'
  · unfold padeModel
    rw [e]
```

At equality $c=-1$: the model is $W_0+s\lambda/(1-\lambda)$, which takes the threshold value at $p$ and has its pole at $\lambda=1$. Since $s<0$, the threshold is below $W_0$.

```lean
/-- For `s < 0`, `p > 0` and `Wp < W0`, any pole of the fitted model at a nonnegative coupling
lies strictly beyond the fitted coupling `p`. -/
theorem pole_beyond_fit {W0 Wp s p c l : ℝ} (hs : s < 0) (hp : 0 < p) (hW : Wp < W0)
    (h : IsFit W0 Wp s p c) (hl : 0 ≤ l) (hpole : 1 + c * l = 0) : p < l := by
  have h2 : W0 + s * p / (1 + c * p) = Wp := h.2
  -- the denominator is positive at the fitted point
  have hpos : 0 < 1 + c * p := by
    by_contra hn
    have := div_nonneg_of_nonpos (mul_neg_of_neg_of_pos hs hp).le (not_lt.mp hn)
    linarith
  have hc : c < 0 := by
    by_contra hn
    have := mul_nonneg (not_lt.mp hn) hl
    linarith
  by_contra hn
  nlinarith [mul_nonneg (show 0 ≤ -c by linarith) (sub_nonneg.mpr (not_lt.mp hn))]
```

Since $sp<0$ and $W_p<W_0$, the fit forces $1+cp>0$. A zero of $1+c\lambda$ at $\lambda\ge0$ requires $c<0$. If that zero had $\lambda\le p$, then $1+cp\le1+c\lambda=0$, a contradiction. Lean establishes `hpos` and `hc`, then rules out this last case.

## What a pole does to the energy integral

```lean
/-- For nonzero slope `s`, the Padé integrand is integrable over the couplings from 0 to 1
exactly when its denominator has no zero in `[0,1]`. -/
theorem integrable_iff_pole_free {W0 s c : ℝ} (hs : s ≠ 0) :
    IntervalIntegrable (padeModel W0 s c) volume 0 1 ↔
      ∀ l ∈ Set.Icc (0 : ℝ) 1, 1 + c * l ≠ 0 := by
  constructor
  · intro hI l hl h0
    have hl0 : 0 < l := by
      rcases hl.1.eq_or_lt with h | h
      · rw [← h] at h0
        simp at h0
      · exact h
    have hc : c ≠ 0 := by
      rintro rfl
      simp at h0
    have hJ : IntervalIntegrable (fun x => padeModel W0 s c x - W0) volume 0 1 :=
      hI.sub (continuous_const.intervalIntegrable 0 1)
    -- near the pole the integrand dominates a multiple of `1 / (x - l)`
    refine not_intervalIntegrable_of_sub_inv_isBigO_punctured (c := l) ?_ zero_ne_one ?_ hJ
    · refine Asymptotics.IsBigO.of_bound (|c| / (|s| * (l / 2))) ?_
      filter_upwards [mem_nhdsWithin_of_mem_nhds
        (Ioi_mem_nhds (show l / 2 < l by linarith))] with x hx
      have hx' : l / 2 < x := hx
      have hx0 : 0 < x := by linarith
      have hden : 1 + c * x = c * (x - l) := by linear_combination h0
      have e : padeModel W0 s c x - W0 = s * x / c * (x - l)⁻¹ := by
        unfold padeModel
        rw [hden, add_sub_cancel_left, div_mul_eq_div_div, div_eq_mul_inv]
      have hs' : |s| ≠ 0 := abs_ne_zero.mpr hs
      have hc' : |c| ≠ 0 := abs_ne_zero.mpr hc
      have e2 : |c| / (|s| * (l / 2)) * (|s| * x / |c|) = x / (l / 2) := by field_simp
      rw [e, norm_mul, ← mul_assoc]
      apply le_mul_of_one_le_left (norm_nonneg _)
      rw [Real.norm_eq_abs, abs_div, abs_mul, abs_of_pos hx0, e2,
        le_div_iff₀ (by linarith)]
      linarith
    · rw [Set.uIcc_of_le zero_le_one]
      exact hl
  · intro h
    apply ContinuousOn.intervalIntegrable
    rw [Set.uIcc_of_le zero_le_one]
    show ContinuousOn (fun l => W0 + s * l / (1 + c * l)) (Set.Icc 0 1)
    exact continuousOn_const.add (ContinuousOn.div (by fun_prop) (by fun_prop) h)
```

`IntervalIntegrable` means Lebesgue integrability, so a principal value does not count. Suppose the denominator vanishes at $\ell\in[0,1]$. Then $\ell>0$, $c\neq0$ and $1+cx=c(x-\ell)$, so for $x>\ell/2$

$$|W(x)-W_0|=\frac{|s|\,x}{|c|\,|x-\ell|}\ge\frac{|s|\,\ell}{2|c|}\,\frac1{|x-\ell|}.$$

The last factor is not integrable up to $\ell$, even from one side. In Lean this bound is the `IsBigO` step. Without a zero, the integrand is continuous on $[0,1]$ and therefore integrable.

```lean
/-- For a model fitted to `Wp ≠ W0` at coupling `p`, the integrand is integrable over the
couplings from 0 to 1 if and only if `s / (Wp - W0) > 1 / p - 1`. -/
theorem integrable_iff {W0 Wp s p c : ℝ} (hW : Wp ≠ W0) (h : IsFit W0 Wp s p c) :
    IntervalIntegrable (padeModel W0 s c) volume 0 1 ↔ 1 / p - 1 < s / (Wp - W0) :=
  (integrable_iff_pole_free ((isFit_iff hW).mp h).1).trans (pole_free_iff hW h)

end

end PadeAdiabaticConnection
```

A fit has $s\neq0$, so the two equivalences can be chained, which `.trans` does. For a functional built on this one-pole model, the numbers $W_0$, $s$, $W_p$ and $p$ thus decide, before any integration, whether the coupling integral exists.

```lean
#print axioms PadeAdiabaticConnection.pole_at_threshold
-- 'PadeAdiabaticConnection.pole_at_threshold' depends on axioms: [propext, Classical.choice, Quot.sound]
#print axioms PadeAdiabaticConnection.pole_beyond_fit
-- 'PadeAdiabaticConnection.pole_beyond_fit' depends on axioms: [propext, Classical.choice, Quot.sound]
#print axioms PadeAdiabaticConnection.integrable_iff_pole_free
-- 'PadeAdiabaticConnection.integrable_iff_pole_free' depends on axioms: [propext, Classical.choice, Quot.sound]
#print axioms PadeAdiabaticConnection.integrable_iff
-- 'PadeAdiabaticConnection.integrable_iff' depends on axioms: [propext, Classical.choice, Quot.sound]
```
